# The work-minimising block size (3/2)^(3/2) N in a three-dimensional free-electron model of Chebyshev filtering

Let N > 0 be the number of occupied free-electron states in three dimensions and let m > N be the block size of a filtered subspace iteration, both treated as real numbers. If the filtering work is modelled by

    W(m) = m / √(m^(2/3) − N^(2/3)),

then W has exactly one global minimizer on m > N,

    m* = (3/2)^(3/2) N ≈ 1.84 N,    W(m*) = (3√3/2) N^(2/3).

With a general exponent p in place of 2/3, the unique minimizer is (2/(2 − p))^(1/p) N for every 0 < p < 2, and for p = 2 no minimizer exists.

## Where the work function comes from

In d dimensions the number n of free-electron states with wave number below k grows as k^d and the energy grows as k², so state number n has energy proportional to n^p with p = 2/d. The prefactor is set to 1. A prefactor c would multiply W by c^(−1/2) and leave the minimizer in place.

One step of Chebyshev-filtered subspace iteration in an electronic-structure code applies a Chebyshev polynomial of degree K in the Hamiltonian to each of the m block vectors by the three-term recurrence, then orthonormalises the block and diagonalises the m × m projected Hamiltonian. The polynomial stays between −1 and 1 on an interval that runs from the filter edge to an upper bound of the spectrum. The edge can be taken as the largest Ritz value of the previous step, which in this model is the level m^p. Let B be the width of that interval and let Δ = m^p − N^p be the distance of the top occupied level below the edge. That level is amplified by

    cosh(K arccosh(1 + 2Δ/B)) ≈ cosh(2K √(Δ/B))    for Δ ≪ B,

so a fixed amplification needs K proportional to √(B/Δ). With B taken as independent of m, the number mK of Hamiltonian applications is proportional to m/√Δ, which is W. This argument only motivates W, which enters the file as a definition, and the theorems concern that function alone.

For a smoothly counted free-electron spectrum, a fixed amplification of the top occupied level per step, a cost made of Hamiltonian applications only, Δ ≪ B and B independent of m, the result fixes the trade-off between more vectors and a lower polynomial degree when the number of extra states is chosen. Shell degeneracies, integer m, and the cost of orthonormalisation and of the projected diagonalisation are absent from W.

```lean
import Mathlib

open Set

namespace ChebyshevFilterBlockSize

noncomputable section
```

The level is n^p with a real exponent and real n.

```lean
/-- Energy of free-electron state number `n`, growing as `n^p` (unit prefactor;
`p = 2/d` in `d` dimensions). -/
def level (p n : ℝ) : ℝ := n ^ p
```

The function `work p N m` is W(m) for exponent p. For 0 ≤ m ≤ N and p > 0, Lean's conventions (the root of a negative number is 0, and division by 0 gives 0) make it equal to 0, so minimality is always stated on the set `Ioi N`, the open interval m > N.

```lean
/-- Filtering work for block size `m` and `N` occupied states: the block size divided by the
square root of the gap between the filter edge `m^p` and the top occupied level `N^p`. -/
def work (p N m : ℝ) : ℝ := m / Real.sqrt (level p m - level p N)
```

The candidate minimizer m* = (2/(2 − p))^(1/p) N is `optBlock p N`.

```lean
/-- The block size `(2/(2-p))^(1/p) N`. -/
def optBlock (p N : ℝ) : ℝ := (2 / (2 - p)) ^ (1 / p) * N
```

## (a) The gap is positive

Show that m^p − N^p > 0 whenever p > 0 and 0 ≤ N < m.

The map n ↦ n^p is strictly increasing on n ≥ 0 for p > 0, so N < m gives N^p < m^p. This monotonicity is `Real.rpow_lt_rpow`, and `sub_pos.mpr` moves N^p to the other side. The value N = 0 is allowed here.

```lean
/-- For `p > 0`, `N ≥ 0` and a block larger than the occupied space, the filter edge lies strictly
above the top occupied level. -/
theorem gap_pos {p N m : ℝ} (hp : 0 < p) (hN : 0 ≤ N) (hm : N < m) :
    0 < level p m - level p N :=
  sub_pos.mpr (Real.rpow_lt_rpow hN hm hp)
```

## (b) The squared work as a function of the edge energy

Under the assumptions of (a), put u = m^p, a = N^p and q = 2/p. Show that

    W(m)² = u^q / (u − a).

Since m ≥ 0, the exponents multiply:

    u^q = (m^p)^(2/p) = m^(p · 2/p) = m².

Since u − a > 0 by (a), the square of √(u − a) is u − a. Hence W² = m²/(u − a) = u^q/(u − a). In `work_sq` the first line is `h3`, obtained from `Real.rpow_mul` and the exponent identity `h2`, and the second is `Real.sq_sqrt` applied to the gap from (a).

```lean
/-- For `p > 0` and `0 ≤ N < m`, in terms of the edge energy `u = m^p`, the squared work is `u^(2/p)
/ (u - N^p)`. -/
theorem work_sq {p N m : ℝ} (hp : 0 < p) (hN : 0 ≤ N) (hm : N < m) :
    work p N m ^ 2 = level p m ^ (2 / p) / (level p m - level p N) := by
  have hg := gap_pos hp hN hm
  have hm0 : 0 ≤ m := by linarith
  have h2 : p * (2 / p) = 2 := by field_simp
  have h3 : level p m ^ (2 / p) = m ^ 2 := by
    unfold level
    rw [← Real.rpow_mul hm0, h2, Real.rpow_two]
  rw [h3]
  unfold work
  rw [div_pow, Real.sq_sqrt hg.le]
```

## (c) The edge energy at m*

For 0 < p < 2 and N > 0, show that (m*)^p = (2/(2 − p)) N^p and that m* > N.

Write κ = 2/(2 − p), which is positive because p < 2. Then

    (m*)^p = (κ^(1/p))^p N^p = κ^((1/p) · p) N^p = κ N^p.

Because p > 0, the denominator 2 − p is smaller than 2, so κ > 1. A number above 1 raised to the positive power 1/p is again above 1, so

    m* − N = (κ^(1/p) − 1) N > 0.

The two halves of `optBlock_spec` follow these lines. `Real.mul_rpow` splits the power of the product, `Real.one_lt_rpow` gives κ^(1/p) > 1, and the product (κ^(1/p) − 1) N is the hint passed to `nlinarith`.

```lean
/-- For `0 < p < 2` and `N > 0`, at `optBlock` the filter edge is `2/(2-p)` times the top occupied
level, and `optBlock` exceeds `N`. -/
theorem optBlock_spec {p N : ℝ} (hp : 0 < p) (hp2 : p < 2) (hN : 0 < N) :
    level p (optBlock p N) = 2 / (2 - p) * level p N ∧ N < optBlock p N := by
  have hd : 0 < 2 - p := by linarith
  have hk : 0 < 2 / (2 - p) := div_pos two_pos hd
  constructor
  · have h1 : 1 / p * p = 1 := by field_simp
    unfold level optBlock
    rw [Real.mul_rpow (Real.rpow_nonneg hk.le _) hN.le, ← Real.rpow_mul hk.le, h1,
      Real.rpow_one]
  · have h1 : 1 < 2 / (2 - p) := by
      rw [lt_div_iff₀ hd]
      linarith
    have h2 : 1 < (2 / (2 - p)) ^ (1 / p) := Real.one_lt_rpow h1 (div_pos one_pos hp)
    unfold optBlock
    nlinarith [mul_pos (sub_pos.mpr h2) hN]
```

## (d) The ratio u^q/(u − a) is smallest where (q − 1)v = qa

Let q > 1 and a > 0, and let v satisfy (q − 1)v = qa. Show that every u > a with u ≠ v obeys

    v^q / (v − a) < u^q / (u − a).

The condition on v is the stationarity condition of the ratio. The derivative of q ln u − ln(u − a) is q/u − 1/(u − a), which vanishes when (q − 1)u = qa. The inequality itself follows from a tangent line. First,

    (q − 1)(v − a) = qa − (q − 1)a = a > 0,

so v > a > 0. Next, for t > 0 let f(t) = t^q − 1 − q(t − 1). Then f(1) = 0, and f′(t) = q(t^(q−1) − 1) is negative for t < 1 and positive for t > 1, so f(t) > 0 for t ≠ 1. This is the strict Bernoulli inequality, and at t = u/v ≠ 1 it reads

    (u/v)^q > 1 + q(u/v − 1) = (v + q(u − v))/v.

The right side equals (u − a)/(v − a), because

    (v + q(u − v))(v − a) − (u − a)v = (u − v)(q(v − a) − v) = (u − v)((q − 1)v − qa) = 0.

Therefore u^q/v^q > (u − a)/(v − a), and multiplying by the positive number v^q/(u − a) gives the claim.

The lemma `edge_ratio_lt` concerns four real numbers and does not mention `work`. It proves `hav`, that is a < v, by contradiction, since v ≤ a would make (q − 1)(a − v) = −a non-negative. Bernoulli's inequality is taken from Mathlib as `one_add_mul_self_lt_rpow_one_add`, stated for 1 + s with s = u/v − 1, and `hs` and `hs'` supply s ≥ −1 and s ≠ 0. The cross-multiplied identity is `e2`, and the factor (u − v) reappears in `linear_combination (u - v) * hv`.

```lean
/-- For `q > 1` and edge energies above `a > 0`, the ratio `u^q / (u - a)` is strictly larger
at every `u ≠ v` than at the energy `v` with `(q - 1) v = q a`. -/
theorem edge_ratio_lt {q a u v : ℝ} (hq : 1 < q) (ha : 0 < a) (hu : a < u)
    (hv : (q - 1) * v = q * a) (hne : u ≠ v) :
    v ^ q / (v - a) < u ^ q / (u - a) := by
  have hav : a < v := by
    by_contra h
    have h' : v ≤ a := not_lt.mp h
    nlinarith [mul_nonneg (sub_pos.mpr hq).le (sub_nonneg.mpr h')]
  have hv0 : 0 < v := by linarith
  have hu0 : 0 < u := by linarith
  have hva : 0 < v - a := by linarith
  have hua : 0 < u - a := by linarith
  have hvq : 0 < v ^ q := Real.rpow_pos_of_pos hv0 q
  have hs : -1 ≤ u / v - 1 := by
    have := div_pos hu0 hv0
    linarith
  have hs' : u / v - 1 ≠ 0 := by
    intro h
    apply hne
    have h1 : u / v = 1 := by linarith
    rwa [div_eq_one_iff_eq hv0.ne'] at h1
  -- strict Bernoulli inequality for the ratio `u / v`
  have hB := one_add_mul_self_lt_rpow_one_add hs hs' hq
  have e0 : 1 + (u / v - 1) = u / v := by ring
  have e1 : 1 + q * (u / v - 1) = (v + q * (u - v)) / v := by field_simp
  -- at `v` the tangent line equals the ratio of the gaps
  have e2 : 1 + q * (u / v - 1) = (u - a) / (v - a) := by
    rw [e1, div_eq_div_iff hv0.ne' hva.ne']
    linear_combination (u - v) * hv
  rw [e0, e2, Real.div_rpow hu0.le hv0.le, div_lt_div_iff₀ hva hvq] at hB
  rw [div_lt_div_iff₀ hva hua]
  linarith
```

## (e) Every other block size costs more

For 0 < p < 2, N > 0, m > N and m ≠ m*, show that W(m*) < W(m).

Apply (d) with q = 2/p, a = N^p, u = m^p and v = (m*)^p. Each assumption holds. The bound q > 1 is p < 2, a > 0 follows from N > 0, and u > a is (a). By (c),

    (q − 1)v = ((2 − p)/p) · (2/(2 − p)) a = (2/p) a = qa.

Also u ≠ v: if m < m* then (a), with m in the place of N, gives u < v, and if m > m* it gives v < u in the same way. By (b), the conclusion of (d) is W(m*)² < W(m)². Since W(m) ≥ 0, the assumption W(m*) ≥ W(m) would give W(m*)² ≥ W(m)², so W(m*) < W(m).

In `work_optBlock_lt` these checks are `hq`, `hv` and `hedge`. The step from squares to values is `lt_of_pow_lt_pow_left₀`, after which `work_sq` rewrites both sides into the form of (d).

```lean
/-- For `0 < p < 2` and `N > 0`, every block size `m > N` other than `optBlock` costs strictly more
work than `optBlock`. -/
theorem work_optBlock_lt {p N m : ℝ} (hp : 0 < p) (hp2 : p < 2) (hN : 0 < N) (hm : N < m)
    (hne : m ≠ optBlock p N) : work p N (optBlock p N) < work p N m := by
  obtain ⟨hl, hgt⟩ := optBlock_spec hp hp2 hN
  have hm0 : 0 ≤ m := by linarith
  have hw : 0 ≤ work p N m := div_nonneg hm0 (Real.sqrt_nonneg _)
  have hq : 1 < 2 / p := by
    rw [lt_div_iff₀ hp]
    linarith
  have hd : 2 - p ≠ 0 := by
    have : 0 < 2 - p := by linarith
    exact this.ne'
  have hv : (2 / p - 1) * level p (optBlock p N) = 2 / p * level p N := by
    rw [hl]
    field_simp
  -- distinct block sizes give distinct filter edges
  have hedge : level p m ≠ level p (optBlock p N) := by
    rcases lt_or_gt_of_ne hne with h | h
    · exact (sub_pos.mp (gap_pos hp hm0 h)).ne
    · exact (sub_pos.mp (gap_pos hp (by linarith) h)).ne'
  apply lt_of_pow_lt_pow_left₀ 2 hw
  rw [work_sq hp hN.le hgt, work_sq hp hN.le hm]
  exact edge_ratio_lt hq (Real.rpow_pos_of_pos hN p) (sub_pos.mp (gap_pos hp hN.le hm)) hv hedge
```

## (f) The unique minimizer for 0 < p < 2

For 0 < p < 2 and N > 0, show that m* lies in the range m > N, that W(m*) ≤ W(x) for all x > N, and that any m > N with this property equals m*.

The first claim is in (c). For the second, x = m* gives equality and x ≠ m* gives strict inequality by (e). For the third, suppose m ≠ m* also minimises W. Then W(m) ≤ W(m*), because m* is an allowed competitor, while (e) gives W(m*) < W(m), a contradiction.

The expression `IsMinOn (work p N) (Ioi N) (optBlock p N)` says that W(m*) ≤ W(x) for every x in `Ioi N`. It does not say that m* belongs to that set, so membership is the separate first clause of `unique_minimizer`, and the third clause carries `N < m` as its own assumption. With p = 2/d the range 0 < p < 2 is d > 1, and m* = (d/(d − 1))^(d/2) N, which is 2N for d = 2.

```lean
/-- For `0 < p < 2` and `N > 0` the work has exactly one global minimizer on `m > N`, namely
`(2/(2-p))^(1/p) N`. -/
theorem unique_minimizer {p N : ℝ} (hp : 0 < p) (hp2 : p < 2) (hN : 0 < N) :
    N < optBlock p N ∧ IsMinOn (work p N) (Ioi N) (optBlock p N) ∧
      ∀ m, N < m → IsMinOn (work p N) (Ioi N) m → m = optBlock p N := by
  have hgt := (optBlock_spec hp hp2 hN).2
  refine ⟨hgt, isMinOn_iff.mpr fun x hx => ?_, fun m hm hmin => ?_⟩
  · by_cases h : x = optBlock p N
    · rw [h]
    · exact (work_optBlock_lt hp hp2 hN hx h).le
  · by_contra h
    have h1 := isMinOn_iff.mp hmin _ hgt
    have h2 := work_optBlock_lt hp hp2 hN hm h
    linarith
```

## (g) The value of m* in three dimensions

Show that p = 2/3 gives m* = (3/2)^(3/2) N.

The base is 2/(2 − 2/3) = 2/(4/3) = 3/2 and the exponent is 1/(2/3) = 3/2. These are `h1` and `h2`. The identity holds for every real N.

```lean
/-- For the three-dimensional exponent `p = 2/3`, `optBlock` equals `(3/2)^(3/2) N`. -/
theorem optBlock_three_dim (N : ℝ) :
    optBlock (2 / 3) N = (3 / 2 : ℝ) ^ (3 / 2 : ℝ) * N := by
  have h1 : (2 : ℝ) / (2 - 2 / 3) = 3 / 2 := by norm_num
  have h2 : (1 : ℝ) / (2 / 3) = 3 / 2 := by norm_num
  unfold optBlock
  rw [h1, h2]
```

## (h) The three-dimensional theorem

For N > 0, show that (3/2)^(3/2) N exceeds N, minimises m/√(m^(2/3) − N^(2/3)) over m > N, and is the only point of that range to do so.

The exponent satisfies 0 < 2/3 < 2, so (f) applies, and (g) names the minimizer. The function `work (2 / 3) N` is the W of the opening statement, and N > 0 is the only hypothesis of `unique_minimizer_three_dim`. At the optimum the filter edge sits at 3/2 times the top occupied level, by (c).

```lean
/-- For `N > 0` the work `m / √(m^(2/3) - N^(2/3))` has exactly one global minimizer on
`m > N`, namely `(3/2)^(3/2) N`. -/
theorem unique_minimizer_three_dim {N : ℝ} (hN : 0 < N) :
    N < (3 / 2 : ℝ) ^ (3 / 2 : ℝ) * N ∧
      IsMinOn (work (2 / 3) N) (Ioi N) ((3 / 2 : ℝ) ^ (3 / 2 : ℝ) * N) ∧
      ∀ m, N < m → IsMinOn (work (2 / 3) N) (Ioi N) m → m = (3 / 2 : ℝ) ^ (3 / 2 : ℝ) * N := by
  rw [← optBlock_three_dim]
  exact unique_minimizer (by norm_num) (by norm_num) hN
```

## (i) The minimal work and the case N = 64

For N > 0 and p = 2/3, show that W(m*) = (3√3/2) N^(2/3).

Here q = 3 and, with a = N^(2/3), the edge is v = 3a/2 by (c). Then (b) gives

    W(m*)² = (3a/2)³ / (3a/2 − a) = (27a³/8) / (a/2) = (27/4) a².

The square of (3√3/2)a is (9 · 3/4)a² = (27/4)a². Both numbers are non-negative, so they are equal. In `minimal_work_three_dim` this last step is `sq_eq_sq₀`. After multiplying by the gap a/2 the two sides are (27/8)a³ and (9/8)(√3)²a³, which accounts for the coefficient 9/8 multiplying `hs` in the final line.

```lean
/-- For `p = 2/3` and `N > 0` the work at block size `(3/2)^(3/2) N` is `(3√3/2) N^(2/3)`. -/
theorem minimal_work_three_dim {N : ℝ} (hN : 0 < N) :
    work (2 / 3) N ((3 / 2 : ℝ) ^ (3 / 2 : ℝ) * N) = 3 * Real.sqrt 3 / 2 * level (2 / 3) N := by
  rw [← optBlock_three_dim]
  have hp : (0 : ℝ) < 2 / 3 := by norm_num
  obtain ⟨hl, hgt⟩ := optBlock_spec hp (by norm_num) hN
  have ha : 0 < level (2 / 3) N := Real.rpow_pos_of_pos hN _
  have hw : 0 ≤ work (2 / 3) N (optBlock (2 / 3) N) :=
    div_nonneg (by linarith) (Real.sqrt_nonneg _)
  have hr : 0 ≤ 3 * Real.sqrt 3 / 2 * level (2 / 3) N := by positivity
  have h1 : (2 : ℝ) / (2 - 2 / 3) = 3 / 2 := by norm_num
  have h3 : (2 : ℝ) / (2 / 3) = ((3 : ℕ) : ℝ) := by norm_num
  have hs : Real.sqrt 3 ^ 2 = 3 := Real.sq_sqrt (by norm_num)
  have hg : 0 < 3 / 2 * level (2 / 3) N - level (2 / 3) N := by linarith
  apply (sq_eq_sq₀ hw hr).mp
  rw [work_sq hp hN.le hgt, hl, h1, h3, Real.rpow_natCast, div_eq_iff hg.ne']
  linear_combination (-(9 / 8 * level (2 / 3) N ^ 3)) * hs
```

For N = 64 the top occupied level is a = 64^(2/3) = 16, the optimal edge is 24 and the gap is 8. The block size is m* = 24^(3/2) ≈ 117.58, and

    W(m*) = 117.58/√8 ≈ 41.57 = (3√3/2) · 16.

Other block sizes give larger values, as (e) requires:

    m = 80:    edge 18.57, gap 2.57, W ≈ 49.9
    m = 125:   edge 25, gap 9, W = 125/3 ≈ 41.67
    m = 216:   edge 36, gap 20, W = 216/√20 ≈ 48.3

The integers 117 and 118 both give 41.57 to four figures.

## (j) No minimizer in one dimension

For p = 2 and N > 0, show that W is strictly decreasing on m > N and has no global minimizer there.

Now W(m)² = m²/(m² − N²), with a positive denominator. For N < x < y,

    x²(y² − N²) − y²(x² − N²) = N²(y² − x²) > 0.

Dividing by the two positive gaps gives y²/(y² − N²) < x²/(x² − N²), that is W(y)² < W(x)², and W(x) ≥ 0 gives W(y) < W(x). If some m > N were a minimizer, then W(m) ≤ W(m + 1), while strict decrease gives W(m + 1) < W(m).

`StrictAntiOn (work 2 N) (Ioi N)` states that x < y implies W(y) < W(x) for x and y above N. The product N²(y² − x²) is the hint given to the last `nlinarith` in `hanti`. The conclusion of (f) thus fails at the endpoint p = 2 of its range, where levels n² spread so quickly that a larger block always lowers this model's work. Exponents p > 2 are not treated.

```lean
/-- For the one-dimensional exponent `p = 2` and `N > 0` the work is strictly decreasing on `m > N`
and has no global minimizer there. -/
theorem no_minimizer_one_dim {N : ℝ} (hN : 0 < N) :
    StrictAntiOn (work 2 N) (Ioi N) ∧ ¬ ∃ m, N < m ∧ IsMinOn (work 2 N) (Ioi N) m := by
  have hg : ∀ m, N < m → 0 < m ^ 2 - N ^ 2 := fun m hm => by nlinarith
  have hsq : ∀ m, N < m → work 2 N m ^ 2 = m ^ 2 / (m ^ 2 - N ^ 2) := by
    intro m hm
    simp only [work, level, Real.rpow_two]
    rw [div_pow, Real.sq_sqrt (hg m hm).le]
  have hanti : StrictAntiOn (work 2 N) (Ioi N) := by
    intro x hx y hy hxy
    have hx' : N < x := hx
    have hw : 0 ≤ work 2 N x := div_nonneg (by linarith) (Real.sqrt_nonneg _)
    have hyx : 0 < y ^ 2 - x ^ 2 := by nlinarith
    apply lt_of_pow_lt_pow_left₀ 2 hw
    rw [hsq x hx, hsq y hy, div_lt_div_iff₀ (hg y hy) (hg x hx)]
    nlinarith [mul_pos (pow_pos hN 2) hyx]
  refine ⟨hanti, ?_⟩
  rintro ⟨m, hm, hmin⟩
  -- a larger block always does better
  have hm1 : N < m + 1 := by linarith
  have h1 := isMinOn_iff.mp hmin (m + 1) hm1
  have h2 : work 2 N (m + 1) < work 2 N m := hanti hm hm1 (by linarith)
  linarith

end

end ChebyshevFilterBlockSize
```

```lean
#print axioms ChebyshevFilterBlockSize.unique_minimizer_three_dim
#print axioms ChebyshevFilterBlockSize.minimal_work_three_dim
#print axioms ChebyshevFilterBlockSize.no_minimizer_one_dim
```

```
'ChebyshevFilterBlockSize.unique_minimizer_three_dim' depends on axioms: [propext, Classical.choice, Quot.sound]
'ChebyshevFilterBlockSize.minimal_work_three_dim' depends on axioms: [propext, Classical.choice, Quot.sound]
'ChebyshevFilterBlockSize.no_minimizer_one_dim' depends on axioms: [propext, Classical.choice, Quot.sound]
```
